# One-electron divide-and-conquer energies are exact for matching local densities and mutually buffered couplings

## Two orbitals and one bond

Take two orthonormal orbitals, 0 and 1, joined by a hopping element \(\beta\). With density matrix \(D\) and on-site energies set to zero, the energy is \(\beta(D_{01}+D_{10})\). Divide and conquer replaces one large diagonalisation by a smaller one for each fragment, so let each orbital be the core of its own fragment. Which fragment should supply the bond element \(D_{01}\)?

The rule is that each fragment supplies half of it, provided that its extended region contains the other orbital. If both regions hold both orbitals, the halves add up to the whole bond. If only one region does, half of the bond energy is lost, even when every local density is perfect. If neither does, all of it is lost.

## Assembling a density from fragments

In general, each basis function \(m\) belongs to the core of exactly one fragment \(c(m)\), and each fragment \(a\) has an extended region \(R_a\) that contains its core. With \([\cdot]\) equal to 1 for a true statement and 0 otherwise, the weights are

\[
p_a(m,k)=\tfrac12\big([c(m)=a,\ k\in R_a]+[c(k)=a,\ m\in R_a]\big).
\]

A pair inside one core gets weight 1 from that fragment. A pair with one function in the core and the other in the surrounding buffer gets \(\tfrac12\). From local densities \(D^a\) one assembles

\[
(D_{\rm DC})_{mk}=\sum_a p_a(m,k)\,D^a_{mk}.
\]

In an actual calculation, the Hamiltonian or Fock matrix restricted to each \(R_a\) is diagonalised, and the local orbitals are occupied according to a smeared Fermi function, whose Fermi level is common to all fragments and chosen to give the right electron number. The elements of the resulting \(D^a\) are multiplied by \(p_a\) and added into the global matrix. In a self-consistent calculation, that matrix then gives the next Fock matrix.

## The missing weight is the energy error

Call \(m\) and \(k\) mutually buffered if \(k\in R_{c(m)}\) and \(m\in R_{c(k)}\). Suppose that

1. \(D^a_{mk}=D_{mk}\) wherever \(p_a(m,k)\neq0\);
2. \(H_{mk}\neq0\) only for mutually buffered pairs.

Then \(\operatorname{tr}(HD_{\rm DC})=\operatorname{tr}(HD)\).

First add up the weights. The condition \(c(m)=a\) selects a single fragment, so

\[
W(m,k)=\sum_a p_a(m,k)=\tfrac12\big([k\in R_{c(m)}]+[m\in R_{c(k)}]\big).
\]

This is 0, \(\tfrac12\) or 1, and it is 1 exactly for mutually buffered pairs. By condition 1, each term \(p_a(k,m)D^a_{km}\) equals \(p_a(k,m)D_{km}\), trivially so when the weight vanishes. Hence \((D_{\rm DC})_{km}=W(k,m)D_{km}\), and

\[
\operatorname{tr}(HD)-\operatorname{tr}(HD_{\rm DC})=\sum_{m,k}\big(1-W(k,m)\big)H_{mk}D_{km}.
\]

By condition 2, in each term either \(H_{mk}=0\) or \(W(k,m)=1\), so the sum vanishes.

Setting \(H=1\) gives the electron number in an orthonormal basis. Only pairs \(m=k\) occur, and these are mutually buffered because cores lie inside their regions.

## Inexact local densities, and the converse

If condition 1 is weakened to \(|D^a_{mk}-D_{mk}|\le\varepsilon\) wherever the weight is nonzero, then for a coupled pair \(W(k,m)=1\) gives

\[
(D_{\rm DC}-D)_{km}=\sum_a p_a(k,m)\,(D^a_{km}-D_{km}).
\]

This is a weighted average of local errors, so its modulus is at most \(\varepsilon\). The energy error is therefore at most \(\varepsilon\sum_{m,k}|H_{mk}|\).

Conversely, let \(H\) be Hermitian, and let the energy be exact for every Hermitian \(D\) when all \(D^a=D\). Choosing \(D=H\) gives

\[
0=\sum_{m,k}\big(1-W(k,m)\big)|H_{mk}|^2 .
\]

No term is negative, so each is zero, and every pair with \(H_{mk}\ne0\) is mutually buffered. The test matrix \(D=H\) need not be a physical density matrix; for one particular \(D\), the error can vanish without mutual buffering.

## Three sites with numbers

Take a chain of sites 0, 1, 2 with hopping \(\beta=-1\), one site per core, each region extended to the nearest neighbours. Two electrons fill the lowest orbital \((\tfrac12,\tfrac1{\sqrt2},\tfrac12)\), so

\[
D=\begin{pmatrix}0.5&0.707&0.5\\0.707&1&0.707\\0.5&0.707&0.5\end{pmatrix},\qquad
\operatorname{tr}(HD)=4(-1)(0.707)=-2.828 .
\]

With local densities cut out of \(D\), the assembled matrix differs only in the corners \((0,2)\) and \((2,0)\), which become 0. Hopping never reads them, so the energy stays at \(-2.828\) and the trace at 2.

Now shrink the region of site 0 to \(\{0\}\). The pair \((0,1)\) keeps weight \(\tfrac12\), from fragment 1 alone. The error formula gives \(2\cdot\tfrac12\cdot(-0.707)=-0.707\), and the assembled energy rises to \(-2.121\).

## Fragments, weights and densities as Lean objects

The types `n` and `ι` label basis functions and fragments, both finite in the energy theorems. In a `Fragmentation`, `core` is the map \(c\). Being a function, it makes the cores a partition, though some fragments may have empty cores. `region a` is \(R_a\), core included, and `core_mem` puts each core inside its region. `weight F a m k` is the real number \(p_a(m,k)\), and `dcDensity F Dloc` is \(D_{\rm DC}\), built from the local densities `Dloc a`. `Buffered` means mutually buffered, and it also holds for two functions in the same core, whereas "buffer" usually means the region without its core.

`dc_energy_exact` takes arbitrary complex matrices `H` and `D`, with conditions 1 and 2 as `hloc` and `hH`. Neither Hermiticity nor idempotency is required. Spin factors are part of `D`.

For a fixed one-electron Hamiltonian in a finite basis, the theorem separates two sources of error in a divide-and-conquer energy: inaccurate local densities and couplings that reach beyond the buffers. The Hartree–Fock energy as a whole is a different matter, since its Fock matrix depends on the density.

The step left to physics is condition 1. Real local densities come from diagonalising truncated matrices, and they approach \(D\) only so far as the density matrix is insensitive to distant surroundings. The number \(\varepsilon\) stands for what remains of that sensitivity; it is assumed here, not estimated from the size of the regions.

```lean
import Mathlib

open Matrix

noncomputable section

namespace DivideAndConquer

/-- A division of a basis `n` into fragments `ι`: every basis function lies in exactly one core,
and every core lies inside the extended region of its fragment. -/
structure Fragmentation (n ι : Type*) where
  core : n → ι
  region : ι → Finset n
  core_mem : ∀ m, m ∈ region (core m)

variable {n ι : Type*} [DecidableEq n] [DecidableEq ι]

/-- The weight of fragment `a` for the pair `m, k`: half of [`m` in the core, `k` in the extended
region] plus half of the same with `m` and `k` swapped. -/
def weight (F : Fragmentation n ι) (a : ι) (m k : n) : ℝ :=
  ((if F.core m = a ∧ k ∈ F.region a then 1 else 0) +
    (if F.core k = a ∧ m ∈ F.region a then 1 else 0)) / 2

omit [DecidableEq n] [DecidableEq ι] in
/-- Two basis functions are mutually buffered if each lies in the extended region of the
fragment whose core holds the other. -/
def Buffered (F : Fragmentation n ι) (m k : n) : Prop :=
  k ∈ F.region (F.core m) ∧ m ∈ F.region (F.core k)

/-- The block of a density matrix `D` on the extended region of fragment `a`, zero elsewhere. -/
def localBlock (F : Fragmentation n ι) (D : Matrix n n ℂ) (a : ι) : Matrix n n ℂ :=
  Matrix.of fun m k => if m ∈ F.region a ∧ k ∈ F.region a then D m k else 0

/-- The weights are nonnegative. -/
theorem weight_nonneg (F : Fragmentation n ι) (a : ι) (m k : n) : 0 ≤ weight F a m k := by
  unfold weight
  split_ifs <;> norm_num

/-- The block of `D` on an extended region agrees with `D` wherever the weight of that fragment
is nonzero. -/
theorem localBlock_eq (F : Fragmentation n ι) (D : Matrix n n ℂ) (a : ι) (m k : n)
    (hp : weight F a m k ≠ 0) : localBlock F D a m k = D m k := by
  have hmem : m ∈ F.region a ∧ k ∈ F.region a := by
    by_contra hn
    apply hp
    -- a core function is also in the extended region, so both terms of the weight vanish
    have h1 : ¬(F.core m = a ∧ k ∈ F.region a) := fun h =>
      hn ⟨h.1 ▸ F.core_mem m, h.2⟩
    have h2 : ¬(F.core k = a ∧ m ∈ F.region a) := fun h =>
      hn ⟨h.2, h.1 ▸ F.core_mem k⟩
    rw [weight, if_neg h1, if_neg h2]
    norm_num
  simp only [localBlock, Matrix.of_apply, if_pos hmem]

variable [Fintype ι]

/-- The divide-and-conquer density matrix: the weighted sum of the local density matrices. -/
def dcDensity (F : Fragmentation n ι) (Dloc : ι → Matrix n n ℂ) : Matrix n n ℂ :=
  Matrix.of fun m k => ∑ a, (weight F a m k : ℂ) * Dloc a m k

/-- The total weight of a pair is half the number of the two buffering conditions it meets. -/
theorem sum_weight (F : Fragmentation n ι) (m k : n) :
    ∑ a, weight F a m k = ((if k ∈ F.region (F.core m) then 1 else 0) +
      (if m ∈ F.region (F.core k) then 1 else 0)) / 2 := by
  simp only [weight, ← Finset.sum_div, Finset.sum_add_distrib, ite_and, Finset.sum_ite_eq,
    Finset.mem_univ, if_true]

/-- The weights of a pair sum to one exactly when the pair is mutually buffered. -/
theorem sum_weight_eq_one_iff (F : Fragmentation n ι) (m k : n) :
    ∑ a, weight F a m k = 1 ↔ Buffered F m k := by
  rw [sum_weight, Buffered]
  by_cases h1 : k ∈ F.region (F.core m) <;> by_cases h2 : m ∈ F.region (F.core k) <;>
    norm_num [h1, h2]

variable [Fintype n]

/-- If the local densities match `D` where their weights are nonzero, the energy error is the sum
of the pair energies, each times the weight missing for that pair. -/
theorem energy_error (F : Fragmentation n ι) (H D : Matrix n n ℂ) (Dloc : ι → Matrix n n ℂ)
    (hloc : ∀ a m k, weight F a m k ≠ 0 → Dloc a m k = D m k) :
    trace (H * D) - trace (H * dcDensity F Dloc) =
      ∑ m, ∑ k, ((1 - ∑ a, weight F a k m : ℝ) : ℂ) * (H m k * D k m) := by
  -- each element of the assembled density is the exact one times its total weight
  have hD : ∀ k m, dcDensity F Dloc k m = ((∑ a, weight F a k m : ℝ) : ℂ) * D k m := by
    intro k m
    simp only [dcDensity, Matrix.of_apply]
    rw [Complex.ofReal_sum, Finset.sum_mul]
    refine Finset.sum_congr rfl fun a _ => ?_
    by_cases hp : weight F a k m = 0
    · simp [hp]
    · rw [hloc a k m hp]
  simp only [Matrix.trace, Matrix.diag_apply, Matrix.mul_apply, hD, ← Finset.sum_sub_distrib]
  refine Finset.sum_congr rfl fun m _ => Finset.sum_congr rfl fun k _ => ?_
  push_cast
  ring

/-- The divide-and-conquer energy is exact if the local densities match `D` where their weights
are nonzero and `H` couples only mutually buffered basis functions. -/
theorem dc_energy_exact (F : Fragmentation n ι) (H D : Matrix n n ℂ) (Dloc : ι → Matrix n n ℂ)
    (hloc : ∀ a m k, weight F a m k ≠ 0 → Dloc a m k = D m k)
    (hH : ∀ m k, H m k ≠ 0 → Buffered F m k) :
    trace (H * dcDensity F Dloc) = trace (H * D) := by
  refine (sub_eq_zero.1 ?_).symm
  rw [energy_error F H D Dloc hloc]
  refine Finset.sum_eq_zero fun m _ => Finset.sum_eq_zero fun k _ => ?_
  by_cases h : H m k = 0
  · simp [h]
  · rw [(sum_weight_eq_one_iff F k m).2 (And.symm (hH m k h))]
    simp

/-- In an orthonormal basis the electron number, the trace of the density matrix, is exact if the
local densities match `D` where their weights are nonzero. -/
theorem dc_electron_number (F : Fragmentation n ι) (D : Matrix n n ℂ) (Dloc : ι → Matrix n n ℂ)
    (hloc : ∀ a m k, weight F a m k ≠ 0 → Dloc a m k = D m k) :
    trace (dcDensity F Dloc) = trace D := by
  have h := dc_energy_exact F 1 D Dloc hloc (by
    intro m k h
    have hmk : m = k := by
      by_contra hne
      exact h (Matrix.one_apply_ne hne)
    subst hmk
    exact ⟨F.core_mem m, F.core_mem m⟩)
  simpa only [one_mul] using h

/-- If the local densities are within `ε` of `D` where their weights are nonzero and `H` couples
only mutually buffered functions, the energy error is at most `ε` times the sum of all `|H m k|`. -/
theorem dc_energy_bound (F : Fragmentation n ι) (H D : Matrix n n ℂ) (Dloc : ι → Matrix n n ℂ)
    (ε : ℝ) (hloc : ∀ a m k, weight F a m k ≠ 0 → ‖Dloc a m k - D m k‖ ≤ ε)
    (hH : ∀ m k, H m k ≠ 0 → Buffered F m k) :
    ‖trace (H * dcDensity F Dloc) - trace (H * D)‖ ≤ ε * ∑ m, ∑ k, ‖H m k‖ := by
  simp only [Matrix.trace, Matrix.diag_apply, Matrix.mul_apply, ← Finset.sum_sub_distrib,
    Finset.mul_sum]
  refine (norm_sum_le _ _).trans (Finset.sum_le_sum fun m _ => ?_)
  refine (norm_sum_le _ _).trans (Finset.sum_le_sum fun k _ => ?_)
  by_cases h : H m k = 0
  · simp [h]
  have hs := (sum_weight_eq_one_iff F k m).2 (And.symm (hH m k h))
  have hc : ∑ a, (weight F a k m : ℂ) = 1 := by exact_mod_cast hs
  -- the error of an element is a weighted average of the local errors
  have e : dcDensity F Dloc k m - D k m =
      ∑ a, (weight F a k m : ℂ) * (Dloc a k m - D k m) := by
    simp only [mul_sub, Finset.sum_sub_distrib, ← Finset.sum_mul, hc, one_mul, dcDensity,
      Matrix.of_apply]
  have hb : ‖dcDensity F Dloc k m - D k m‖ ≤ ε := by
    rw [e]
    calc _ ≤ ∑ a, ‖(weight F a k m : ℂ) * (Dloc a k m - D k m)‖ := norm_sum_le _ _
      _ ≤ ∑ a, weight F a k m * ε := by
        refine Finset.sum_le_sum fun a _ => ?_
        by_cases hp : weight F a k m = 0
        · simp [hp]
        · rw [norm_mul, Complex.norm_real, Real.norm_of_nonneg (weight_nonneg F a k m)]
          exact mul_le_mul_of_nonneg_left (hloc a k m hp) (weight_nonneg F a k m)
      _ = ε := by rw [← Finset.sum_mul, hs, one_mul]
  rw [← mul_sub, norm_mul, mul_comm]
  exact mul_le_mul_of_nonneg_right hb (norm_nonneg _)

/-- For Hermitian `H`, assembling exact local densities gives the exact energy for every Hermitian
`D` if and only if `H` couples only mutually buffered basis functions. -/
theorem dc_exact_iff_buffered (F : Fragmentation n ι) (H : Matrix n n ℂ) (hH : H.IsHermitian) :
    (∀ D : Matrix n n ℂ, D.IsHermitian →
      trace (H * dcDensity F (fun _ => D)) = trace (H * D)) ↔
    ∀ m k, H m k ≠ 0 → Buffered F m k := by
  refine ⟨fun h m k hne => ?_, fun h D _ => dc_energy_exact F H D _ (fun _ _ _ _ => rfl) h⟩
  -- test with D = H: the error becomes a sum of nonnegative terms
  have e := energy_error F H H (fun _ => H) (fun _ _ _ _ => rfl)
  rw [h H hH, sub_self] at e
  have e' : ∑ i, ∑ j, (1 - ∑ a, weight F a j i) * Complex.normSq (H i j) = 0 := by
    refine Complex.ofReal_injective (Eq.trans ?_ (e.symm.trans Complex.ofReal_zero.symm))
    rw [Complex.ofReal_sum]
    refine Finset.sum_congr rfl fun i _ => ?_
    rw [Complex.ofReal_sum]
    refine Finset.sum_congr rfl fun j _ => ?_
    have hj : H j i = starRingEnd ℂ (H i j) := (hH.apply j i).symm
    rw [hj, Complex.mul_conj, Complex.ofReal_mul]
  have t : ∀ i j, 0 ≤ (1 - ∑ a, weight F a j i) * Complex.normSq (H i j) := by
    intro i j
    refine mul_nonneg (sub_nonneg.2 ?_) (Complex.normSq_nonneg _)
    rw [sum_weight]
    split_ifs <;> norm_num
  have r := (Finset.sum_eq_zero_iff_of_nonneg
    (fun i _ => Finset.sum_nonneg fun j _ => t i j)).1 e' m (Finset.mem_univ m)
  have r2 := (Finset.sum_eq_zero_iff_of_nonneg (fun j _ => t m j)).1 r k (Finset.mem_univ k)
  rcases mul_eq_zero.1 r2 with h1 | h1
  · exact And.symm ((sum_weight_eq_one_iff F k m).1 (by linarith))
  · exact absurd (Complex.normSq_eq_zero.1 h1) hne

/-- A three-site chain with one site per core, extended by its nearest neighbours. -/
def chain : Fragmentation (Fin 3) (Fin 3) where
  core := id
  region a := Finset.univ.filter fun b => b.val ≤ a.val + 1 ∧ a.val ≤ b.val + 1
  core_mem m := by simp

/-- The nearest-neighbour hopping Hamiltonian of the three-site chain. -/
def hopping (β : ℝ) : Matrix (Fin 3) (Fin 3) ℂ :=
  !![0, (β : ℂ), 0; (β : ℂ), 0, (β : ℂ); 0, (β : ℂ), 0]

/-- On the three-site chain the blocks of any `D` match it where the weights are nonzero and
hopping couples only mutually buffered sites, while the assembled end-to-end element is zero. -/
theorem chain_witness (β : ℝ) (D : Matrix (Fin 3) (Fin 3) ℂ) :
    (∀ a m k, weight chain a m k ≠ 0 → localBlock chain D a m k = D m k) ∧
    (∀ m k, hopping β m k ≠ 0 → Buffered chain m k) ∧
    dcDensity chain (localBlock chain D) 0 2 = 0 := by
  refine ⟨localBlock_eq chain D, ?_, ?_⟩
  · intro m k
    fin_cases m <;> fin_cases k <;> simp [hopping, Buffered, chain]
  · have w : ∀ a, weight chain a 0 2 = 0 := by
      intro a
      fin_cases a <;> simp [weight, chain]
    simp [dcDensity, w]

end DivideAndConquer
```

```lean
#print axioms DivideAndConquer.dc_energy_exact
#print axioms DivideAndConquer.dc_electron_number
#print axioms DivideAndConquer.dc_energy_bound
#print axioms DivideAndConquer.dc_exact_iff_buffered
```

```
'DivideAndConquer.dc_energy_exact' depends on axioms: [propext, Classical.choice, Quot.sound]
'DivideAndConquer.dc_electron_number' depends on axioms: [propext, Classical.choice, Quot.sound]
'DivideAndConquer.dc_energy_bound' depends on axioms: [propext, Classical.choice, Quot.sound]
'DivideAndConquer.dc_exact_iff_buffered' depends on axioms: [propext, Classical.choice, Quot.sound]
```

## From total weights to the trace identity

`sum_weight` computes \(W(m,k)\). Its `simp only` call splits the sum and uses `Finset.sum_ite_eq` to pick out the one fragment whose core holds the function. `sum_weight_eq_one_iff` then checks the four combinations of the two membership conditions.

In `energy_error`, the intermediate claim `hD` is \((D_{\rm DC})_{km}=W(k,m)D_{km}\). The case split on `weight F a k m = 0` mirrors the argument by hand: a zero weight removes the term, and otherwise `hloc` replaces the local element by the exact one. Expanding both traces and comparing them term by term gives the error formula.

`dc_energy_exact` shows that this error is zero, splitting on `H m k = 0`. The error contains the weight of the pair in the order `k m`, while `hH` speaks of `m k`, so `And.symm` exchanges the two buffering conditions. `dc_electron_number` applies the result to the identity matrix, with `F.core_mem` supplying the buffering of the diagonal.

## Averages, positivity and the chain

`dc_energy_bound` works element by element. The equation `e` writes the error of an assembled element as the weighted average above, and the `calc` block bounds it by \(\varepsilon\), using `weight_nonneg` and the total weight 1. The triangle inequality, `norm_sum_le`, carries the bound to the double sum.

In `dc_exact_iff_buffered`, one direction is `dc_energy_exact` with every local density equal to `D`. For the other, `e'` is the real sum obtained from \(D=H\), and `t` states that its terms are nonnegative. Two uses of `Finset.sum_eq_zero_iff_of_nonneg` isolate the term for the given pair. Since `H m k` is nonzero, the total weight must be 1.

`localBlock_eq` proves that blocks cut out of `D` satisfy condition 1: a nonzero weight puts one function in the core and the other in the region, and hence both in the region. `chain_witness` applies this to the three-site chain, checks the hopping elements case by case, and finds that all weights of the pair `0 2` vanish. The energy theorem thus applies to the chain for every `β` and `D`, although the assembled end-to-end element is always zero.
